# Exact counts for an open chain with nearest-neighbour exclusion: binomial coefficients, Fibonacci numbers and the golden ratio

In a lattice gas whose only interaction is a ban on occupying neighbouring sites, every allowed configuration has the same energy. A code that mishandles the ban therefore need show no symptom in its energy trace, and the error has to be sought in other quantities, among them counts and entropies. On four sites in a row there are 3 ways to place two particles, at $\{0,2\}$, $\{0,3\}$ and $\{1,3\}$. The ideal-mixing count $\binom{4}{2}$ gives 6, and a neighbour list that wraps round by mistake removes $\{0,3\}$ and gives 2. The totals over all particle numbers are 8, 16 and 7. Exact reference values for such tests carry no sampling noise and need no finite-size extrapolation.

## The identities and the bound

The sites are $0,\dots,N-1$. A configuration is the set $S$ of occupied sites, $|S|$ is its particle number, and $S$ is allowed when $i\in S$ implies $i+1\notin S$. Let $\mathcal C_N$ be the collection of allowed sets and $W(N,k)$ the number of them with $|S|=k$. At activity $z$, which is $e^{\beta\mu}$ for inverse temperature $\beta$ and chemical potential $\mu$, the grand partition function and its growth factor are

$$Z_N(z)=\sum_{S\in\mathcal C_N} z^{|S|},\qquad \lambda(z)=\frac{1+\sqrt{1+4z}}{2}.$$

With Fibonacci numbers fixed by $F_0=0$, $F_1=1$, $F_{n+2}=F_n+F_{n+1}$, the results are:

1. $W(N,k)=\binom{m}{k}$ whenever $N+1=m+k$ with natural numbers $m$ and $k$. This is $\binom{N-k+1}{k}$ for $k\le N+1$. For $k>N$ the count is zero.
2. $|\mathcal C_N|=F_{N+2}$.
3. For $z\ge 0$ and every $N$, $\lambda^N\le Z_N\le\lambda^{N+1}$, and $\ln Z_N/N\to\ln\lambda(z)$ as $N\to\infty$.
4. $\ln|\mathcal C_N|/N\to\ln\varphi$, where $\varphi=(1+\sqrt5)/2$ is the golden ratio.

## Where a code can be checked against them

For the one-dimensional open chain with pure hard-core exclusion, $W(N,k)$ is the exact output size of a configuration enumerator at fixed composition and the exact target of a flat-histogram estimate of the density of states in particle number, once that estimate is normalised to $W(N,0)=1$, while $\ln Z_N$ is the target of an integration of the mean particle number over $\beta\mu$ that starts from the empty chain. The number $F_{N+2}$ is also the dimension of the state space of an open chain of $N$ two-level atoms in which no two neighbours may both be excited, before any symmetry is used to reduce it.

The bound supplies a finite-size window. Taking logarithms for $N\ge1$ gives

$$\ln\lambda\;\le\;\frac{\ln Z_N}{N}\;\le\;\ln\lambda+\frac{\ln\lambda}{N}.$$

For $N=4$ and $z=1$ the window runs from about $0.481$ to $0.602$ and the exact value $\ln 8/4$ is about $0.520$, whereas the unconstrained value $\ln 2\approx0.693$ lies outside.

## Derivation

**Splitting by the last site.** Take the chain of $N+2$ sites, whose last site is $N+1$. If $N+1\notin S$, then $S$ lies in $0,\dots,N$ and is an allowed configuration of $N+1$ sites. If $N+1\in S$, then $N\notin S$, so $T=S\setminus\{N+1\}$ lies in $0,\dots,N-1$ and belongs to $\mathcal C_N$, with $|S|=|T|+1$. Conversely, every member of $\mathcal C_{N+1}$ is allowed on $N+2$ sites, and so is $T\cup\{N+1\}$ for $T\in\mathcal C_N$, because site $N$ is empty. The two families are disjoint, since only the second contains $N+1$, and $T$ is recovered from $T\cup\{N+1\}$ by removing that site. For any function $f$ of the particle number,

$$\sum_{S\in\mathcal C_{N+2}} f(|S|)=\sum_{S\in\mathcal C_{N+1}} f(|S|)+\sum_{S\in\mathcal C_N} f(|S|+1).$$

**Fixed particle number.** Let $f(n)$ be 1 for $n=k+1$ and 0 otherwise. Then

$$W(N+2,k+1)=W(N+1,k+1)+W(N,k).$$

Suppose $(N+2)+1=(m+1)+(k+1)$. Then $(N+1)+1=m+(k+1)$ and $N+1=m+k$, so by induction the right side is $\binom{m}{k+1}+\binom{m}{k}=\binom{m+1}{k+1}$, which is Pascal's rule. The cases that this step does not reach are four. With no particles only the empty set counts, and $\binom{m}{0}=1$. With upper index 0 and at least one particle, the particle number is $N+1$, more than the number of sites, and both sides vanish. With both indices at least 1, a chain of no sites would need $1=(m+1)+(k+1)$, which is impossible, and a chain of one site forces $m=k=0$, where $W(1,1)=1=\binom11$.

**Total count.** With $f=1$, $|\mathcal C_{N+2}|=|\mathcal C_{N+1}|+|\mathcal C_N|$. The chain of no sites has only the empty set, so $|\mathcal C_0|=1=F_2$, and one site gives $|\mathcal C_1|=2=F_3$. Induction yields $F_{N+3}+F_{N+2}=F_{N+4}$ for $N+2$ sites.

**Partition function.** With $f(n)=z^n$, $Z_{N+2}=Z_{N+1}+zZ_N$, starting from $Z_0=1$ and $Z_1=1+z$. Put $s=\sqrt{1+4z}$. For $z\ge0$ one has $s\ge1$, hence $\lambda=(1+s)/2\ge1$, and

$$\lambda^2=\frac{1+2s+s^2}{4}=\frac{2+2s+4z}{4}=\lambda+z .$$

Multiplying by $\lambda^n$ gives $\lambda^{n+2}=\lambda^{n+1}+z\lambda^n$ for every $n$, the same recursion that $Z$ obeys. At $N=0$ the bounds read $1\le1\le\lambda$. At $N=1$ the lower bound follows from $1+z-\lambda=\lambda^2-2\lambda+1=(\lambda-1)^2\ge0$, and the upper from $1+z\le\lambda+z=\lambda^2$. If the bounds hold at $N$ and $N+1$, multiplying those at $N$ by $z\ge0$ and adding gives

$$\lambda^{N+2}=\lambda^{N+1}+z\lambda^N\le Z_{N+1}+zZ_N\le\lambda^{N+2}+z\lambda^{N+1}=\lambda^{N+3}.$$

**Limit.** Since $\lambda^N>0$, logarithms give $N\ln\lambda\le\ln Z_N\le(N+1)\ln\lambda$. Dividing by $N\ge1$ gives the window above, whose upper edge tends to $\ln\lambda$. At $z=1$ every term of $Z_N$ is 1, so $Z_N(1)=|\mathcal C_N|$, and $\lambda(1)=\varphi$.

## The Lean file

```lean
import Mathlib

open Finset Filter Topology

namespace HardCoreChain

noncomputable section

/-- Allowed configurations of the open chain with sites `0, …, N-1`: sets of occupied sites
in which no two occupied sites are nearest neighbours. -/
def configs (N : ℕ) : Finset (Finset ℕ) :=
  (range N).powerset.filter (fun S => ∀ i ∈ S, i + 1 ∉ S)

/-- Number of allowed placements of exactly `k` particles on `N` sites. -/
def W (N k : ℕ) : ℕ := ((configs N).filter (fun S => S.card = k)).card

/-- Grand partition function of the chain of `N` sites at activity `z`. -/
def Z (N : ℕ) (z : ℝ) : ℝ := ∑ S ∈ configs N, z ^ S.card

/-- The growth factor `λ(z) = (1 + √(1 + 4z)) / 2`. -/
def lam (z : ℝ) : ℝ := (1 + Real.sqrt (1 + 4 * z)) / 2

/-- A set of sites is allowed exactly when all its sites lie on the chain and no occupied site has its
right neighbour occupied. -/
theorem mem_configs {N : ℕ} {S : Finset ℕ} :
    S ∈ configs N ↔ (∀ i ∈ S, i < N) ∧ ∀ i ∈ S, i + 1 ∉ S := by
  simp [configs, subset_iff]

/-- The sum of a function of the particle number over the chain of `N+2` sites is the sum over
`N+1` sites plus the sum over `N` sites with one particle added. -/
theorem sum_split {M : Type*} [AddCommMonoid M] (f : ℕ → M) (N : ℕ) :
    ∑ S ∈ configs (N + 2), f S.card
      = ∑ S ∈ configs (N + 1), f S.card + ∑ S ∈ configs N, f (S.card + 1) := by
  have hn : ∀ S ∈ configs N, N + 1 ∉ S := fun S hS h => by
    have := (mem_configs.1 hS).1 _ h
    omega
  -- the last site is empty, or it is occupied and then its neighbour is empty
  have hU : configs (N + 2) = configs (N + 1) ∪ (configs N).image (insert (N + 1)) := by
    ext S
    simp only [mem_union, mem_image, mem_configs]
    constructor
    · rintro ⟨h1, h2⟩
      by_cases h : N + 1 ∈ S
      · right
        refine ⟨S.erase (N + 1), ⟨?_, ?_⟩, insert_erase h⟩
        · intro i hi
          rw [mem_erase] at hi
          have a1 := h1 i hi.2
          have a2 : i ≠ N := fun e => h2 i hi.2 (by rw [e]; exact h)
          have a3 := hi.1
          omega
        · intro i hi hj
          exact h2 i (mem_of_mem_erase hi) (mem_of_mem_erase hj)
      · left
        refine ⟨fun i hi => ?_, h2⟩
        have a1 := h1 i hi
        have a2 : i ≠ N + 1 := fun e => h (by rw [← e]; exact hi)
        omega
    · rintro (⟨h1, h2⟩ | ⟨T, ⟨h1, h2⟩, rfl⟩)
      · exact ⟨fun i hi => by have := h1 i hi; omega, h2⟩
      · constructor
        · intro i hi
          rcases mem_insert.1 hi with e | e
          · omega
          · have := h1 i e
            omega
        · intro i hi hj
          rcases mem_insert.1 hi with e | e <;> rcases mem_insert.1 hj with e' | e'
          · omega
          · have := h1 _ e'
            omega
          · have := h1 _ e
            omega
          · exact h2 i e e'
  have hD : Disjoint (configs (N + 1)) ((configs N).image (insert (N + 1))) := by
    rw [disjoint_left]
    intro S hS hS'
    obtain ⟨T, _, rfl⟩ := mem_image.1 hS'
    have := (mem_configs.1 hS).1 (N + 1) (mem_insert_self _ _)
    omega
  have hI : Set.InjOn (insert (N + 1) : Finset ℕ → Finset ℕ) (configs N : Set (Finset ℕ)) := by
    intro S hS T hT e
    calc S = (insert (N + 1) S).erase (N + 1) := (erase_insert (hn S (mem_coe.1 hS))).symm
      _ = (insert (N + 1) T).erase (N + 1) := by rw [e]
      _ = T := erase_insert (hn T (mem_coe.1 hT))
  rw [hU, sum_union hD, sum_image hI]
  congr 1
  exact sum_congr rfl fun S hS => by rw [card_insert_of_notMem (hn S hS)]

/-- There is one placement of zero particles and none of more particles than sites. -/
theorem W_boundary (N : ℕ) : W N 0 = 1 ∧ ∀ k, N < k → W N k = 0 := by
  constructor
  · refine card_eq_one.2 ⟨∅, ?_⟩
    ext S
    simp only [mem_filter, mem_singleton, card_eq_zero]
    constructor
    · exact fun h => h.2
    · rintro rfl
      exact ⟨by simp [mem_configs], rfl⟩
  · intro k hk
    refine card_eq_zero.2 (filter_eq_empty_iff.2 ?_)
    intro S hS e
    have e' : S.card = k := e
    unfold configs at hS
    have := card_le_card (mem_powerset.1 (mem_filter.1 hS).1)
    rw [card_range] at this
    omega

/-- With `m = N + 1 - k ≥ 0`, the number of allowed placements of `k` particles on `N` sites
is the binomial coefficient `C(m, k)`. -/
theorem W_eq_choose : ∀ N k m : ℕ, N + 1 = m + k → W N k = m.choose k
  | N, 0, m, _ => by simp [(W_boundary N).1]
  | N, k + 1, 0, h => by
    rw [(W_boundary N).2 _ (by omega)]
    simp
  | 0, k + 1, m + 1, h => by exfalso; omega
  | 1, k + 1, m + 1, h => by
    obtain rfl : k = 0 := by omega
    obtain rfl : m = 0 := by omega
    decide
  | N + 2, k + 1, m + 1, h => by
    -- the splitting by the last site is Pascal's rule
    have hrec : W (N + 2) (k + 1) = W (N + 1) (k + 1) + W N k := by
      have hs := sum_split (fun n => if n = k + 1 then 1 else 0) N
      simp only [W, card_filter]
      simpa only [add_left_inj] using hs
    rw [hrec, W_eq_choose (N + 1) (k + 1) m (by omega), W_eq_choose N k m (by omega),
      Nat.choose_succ_succ' m k, add_comm]

/-- The total number of allowed configurations of `N` sites is the Fibonacci number
`fib (N + 2)`. -/
theorem card_configs : ∀ N : ℕ, (configs N).card = Nat.fib (N + 2)
  | 0 => by decide
  | 1 => by decide
  | N + 2 => by
    have hrec : (configs (N + 2)).card = (configs (N + 1)).card + (configs N).card := by
      simpa using sum_split (fun _ => (1 : ℕ)) N
    have h1 : (configs (N + 1)).card = Nat.fib (N + 2 + 1) := card_configs (N + 1)
    rw [hrec, h1, card_configs N, @Nat.fib_add_two (N + 2), add_comm]

/-- The grand partition function obeys `Z(N+2) = Z(N+1) + z Z(N)`. -/
theorem Z_rec (N : ℕ) (z : ℝ) : Z (N + 2) z = Z (N + 1) z + z * Z N z := by
  have h := sum_split (fun n => z ^ n) N
  simp only [Z]
  rw [mul_sum]
  simpa only [pow_succ'] using h

/-- For non-negative activity, `λ ≥ 1` and `λ² = λ + z`. -/
theorem lam_spec {z : ℝ} (hz : 0 ≤ z) : 1 ≤ lam z ∧ lam z ^ 2 = lam z + z := by
  have hs : Real.sqrt (1 + 4 * z) ^ 2 = 1 + 4 * z := Real.sq_sqrt (by linarith)
  have h1 : 1 ≤ Real.sqrt (1 + 4 * z) := by nlinarith [Real.sqrt_nonneg (1 + 4 * z)]
  unfold lam
  constructor
  · linarith
  · linear_combination (1 / 4) * hs

/-- For non-negative activity the grand partition function lies between `λ^N` and `λ^(N+1)`. -/
theorem Z_bounds (z : ℝ) (hz : 0 ≤ z) :
    ∀ N : ℕ, lam z ^ N ≤ Z N z ∧ Z N z ≤ lam z ^ (N + 1)
  | 0 => by
    have c0 : configs 0 = {∅} := by decide
    simpa [Z, c0] using (lam_spec hz).1
  | 1 => by
    have c1 : configs 1 = {∅, {0}} := by decide
    have hZ : Z 1 z = 1 + z := by
      rw [Z, c1, sum_pair (by decide)]
      simp
    obtain ⟨h1, h2⟩ := lam_spec hz
    rw [hZ]
    have h3 : lam z ^ (1 + 1) = lam z + z := h2
    rw [h3, pow_one]
    constructor
    · nlinarith [sq_nonneg (lam z - 1)]
    · linarith
  | N + 2 => by
    obtain ⟨a1, a2⟩ := Z_bounds z hz N
    obtain ⟨b1, b2⟩ := Z_bounds z hz (N + 1)
    -- powers of λ obey the same recursion as Z
    have e : ∀ n : ℕ, lam z ^ (n + 2) = lam z ^ (n + 1) + z * lam z ^ n := fun n => by
      linear_combination lam z ^ n * (lam_spec hz).2
    have e2 : lam z ^ (N + 2 + 1) = lam z ^ (N + 1 + 1) + z * lam z ^ (N + 1) := e (N + 1)
    rw [Z_rec]
    exact ⟨(e N).le.trans (add_le_add b1 (mul_le_mul_of_nonneg_left a1 hz)),
      (add_le_add b2 (mul_le_mul_of_nonneg_left a2 hz)).trans e2.ge⟩

/-- For non-negative activity, `ln Z / N` tends to `ln λ(z)` as the chain grows. -/
theorem log_Z_per_site {z : ℝ} (hz : 0 ≤ z) :
    Tendsto (fun N : ℕ => Real.log (Z N z) / N) atTop (𝓝 (Real.log (lam z))) := by
  have hl : 0 < lam z := lt_of_lt_of_le one_pos (lam_spec hz).1
  have hu := (tendsto_const_div_atTop_nhds_zero_nat (Real.log (lam z))).const_add
    (Real.log (lam z))
  rw [add_zero] at hu
  -- squeeze: ln λ ≤ ln Z / N ≤ ln λ + ln λ / N
  refine tendsto_of_tendsto_of_tendsto_of_le_of_le' tendsto_const_nhds hu ?_ ?_
  · filter_upwards [eventually_gt_atTop 0] with N hN
    have hN' : (0 : ℝ) < N := by exact_mod_cast hN
    have h := Real.log_le_log (pow_pos hl N) (Z_bounds z hz N).1
    rw [Real.log_pow] at h
    rw [le_div_iff₀ hN']
    linarith
  · filter_upwards [eventually_gt_atTop 0] with N hN
    have hN' : (0 : ℝ) < N := by exact_mod_cast hN
    have h := Real.log_le_log (lt_of_lt_of_le (pow_pos hl N) (Z_bounds z hz N).1)
      (Z_bounds z hz N).2
    rw [Real.log_pow] at h
    push_cast at h
    rw [div_le_iff₀ hN', add_mul, div_mul_cancel₀ _ hN'.ne']
    linarith

/-- The logarithm of the number of allowed configurations per site tends to the logarithm of
the golden ratio `(1 + √5) / 2`. -/
theorem entropy_per_site :
    Tendsto (fun N : ℕ => Real.log ((configs N).card : ℝ) / N) atTop
      (𝓝 (Real.log ((1 + Real.sqrt 5) / 2))) := by
  have h := log_Z_per_site (z := 1) zero_le_one
  have h5 : lam 1 = (1 + Real.sqrt 5) / 2 := by norm_num [lam]
  have hZ : ∀ N, Z N 1 = ((configs N).card : ℝ) := fun N => by simp [Z]
  simpa only [h5, hZ] using h

end

end HardCoreChain
```

```lean
#print axioms HardCoreChain.entropy_per_site
```

```
'HardCoreChain.entropy_per_site' depends on axioms: [propext, Classical.choice, Quot.sound]
```

## Reading the statements

A configuration is a `Finset ℕ`, so particles are indistinguishable and a site holds at most one. `configs N` keeps those subsets of `range N` that satisfy `∀ i ∈ S, i + 1 ∉ S`. The one-sided condition suffices because every adjacent pair has the form $(i,i+1)$. The open boundary is built in: site $N$ is never in $S$, so the condition on site $N-1$ is empty and nothing links it to site 0. `W`, `Z` and `lam` are $W$, $Z$ and $\lambda$, with $z$ a real number; $\beta$ and $\mu$ do not appear.

`W_eq_choose` concludes `W N k = m.choose k` from `N + 1 = m + k`, for all natural numbers including $N=0$, and `W_boundary` supplies $W(N,0)=1$ and the zeros for $k>N$. `card_configs` gives `Nat.fib (N + 2)`, where Mathlib's `Nat.fib` starts from 0 and 1 as above. `Z_bounds` holds for every $N$ under `0 ≤ z`, which includes the empty limit $z=0$ with $Z_N=\lambda=1$. `log_Z_per_site` and `entropy_per_site` are limits along `atTop` of sequences indexed by all natural numbers, with natural logarithms. The second is the limiting entropy per site, in units of Boltzmann's constant, when all allowed configurations are equally likely, which is the case $z=1$. The term at $N=0$ divides by zero and is assigned 0 by Lean, which does not affect a limit; the proof works under `eventually_gt_atTop 0`.

## How the proof follows the derivation

`mem_configs` unpacks membership into the range condition and the exclusion. In `sum_split`, `hU` is the splitting as an equality of sets: `by_cases` asks whether $N+1\in S$, the set $T$ is `S.erase (N + 1)`, and `omega` handles the index inequalities. `hD` is the disjointness and `hI` the recovery of $T$ through `erase_insert`. Then `sum_union` and `sum_image` split the sum, and `card_insert_of_notMem` produces $|T|+1$.

The five patterns of `W_eq_choose` are the four base cases and the inductive step. `decide` evaluates $W(1,1)$, `card_filter` turns a count into a sum of indicators so that `hrec` follows from the splitting, and `Nat.choose_succ_succ'` is Pascal's rule. `card_configs` checks $N=0$ and $N=1$ by `decide` and closes with `Nat.fib_add_two`. `Z_rec` pulls the factor $z$ out of the second sum by `mul_sum` and `pow_succ'`.

In `lam_spec`, `linear_combination (1 / 4) * hs` is the expansion of $\lambda^2$ with $s^2=1+4z$. In `Z_bounds` the hint `sq_nonneg (lam z - 1)` is the square used at $N=1$, `e` is the recursion for powers of $\lambda$, and `mul_le_mul_of_nonneg_left` is the multiplication by $z\ge0$. `log_Z_per_site` squeezes between the constant $\ln\lambda$ and the upper edge `hu`, each side coming from `Real.log_le_log` and `Real.log_pow`. `entropy_per_site` substitutes $z=1$.

The form of `sum_split` is worth reusing. It is stated once for an arbitrary `f : ℕ → M` with `[AddCommMonoid M]`, so the set-level argument is carried out a single time and then instantiated in the natural numbers for the two counts and in the reals for $Z$. Any other sum of a function of the particle number can be split in the same way by a new choice of `f`.

## Scope of the theorems

The theorems concern exact integers and real numbers attached to the model. They certify reference values, not a program: overflow of $F_{N+2}$ in fixed-width integers, rounding in $z^{|S|}$ and the convergence of a sampler are separate matters. The model is a single open chain with one species, exclusion of nearest neighbours only and no finite interaction energy. Rings, longer-ranged exclusion and two or three dimensions are not treated. The limit theorems are for the grand ensemble and for the total count, and the file states no result on the entropy per site at fixed density $k/N$ or on the mean density as a function of $z$. The regrouping $Z_N=\sum_k W(N,k)z^k$, the four-site ring count and the counter-examples below are elementary arithmetic that the file itself never states.

The condition $z\ge0$ is needed for the upper bound. At $z=-1/4$ the square root vanishes and $\lambda=1/2$, so $Z_0=1$ exceeds $\lambda$, and $Z_1=3/4$ exceeds $\lambda^2=1/4$.

The condition $k\le N+1$ matters when a code evaluates the binomial coefficient as the polynomial $x(x-1)\cdots(x-k+1)/k!$ in its upper argument $x$. For $N=1$ and $k=3$ one has $x=-1$ and the polynomial equals $-1$, while the number of placements is 0.

An easy mistake in the formal statement is to write the upper index as $(N-k)+1$ in natural numbers, where subtraction stops at zero. At $N=0$, $k=1$, which satisfies $k\le N+1$, that index is 1 and the claim becomes $W(0,1)=\binom11=1$, although no particle fits on a chain without sites. The hypothesis `N + 1 = m + k` contains no subtraction, gives $m=0$ there, and yields the correct $\binom01=0$.
